# Testing a convex-hull facet by the signs of bordered determinants

An alloy of given composition can separate into several competing phases. Suppose that a set of these phases, as many as there are elements and with linearly independent compositions, has been proposed as the stable one. Its energies span a plane over composition space, and every other known phase lies above, on or below that plane. Do these positions settle whether the proposed decomposition has the least energy? They do, for a finite list of phases with fixed compositions and energies, at a composition that needs a positive amount of every proposed phase. Each position can be read by comparing the sign of one determinant with that of a second, which is the same for all phases.

## Compositions, energies and mixtures

The index \(j\) runs over elements and \(i\) over the phases of the facet. Both take values in the same finite type `n`, which makes the composition matrix square. The index \(k\) runs over the full list of phases, the finite type `κ`.

```lean
import Mathlib

open Matrix

namespace ConvexHullDeterminant

noncomputable section

variable {n κ : Type*} [Fintype n] [DecidableEq n] [Fintype κ] [DecidableEq κ]
```

Let row \(i\) of the real matrix \(C\) hold the element amounts of facet phase \(i\), and let \(c\) be the composition to be decomposed, written as a row. The amounts \(f_i\) of the facet phases must satisfy \(fC=c\), so for invertible \(C\)
\[ f = c\,C^{-1}. \]

```lean
/-- Decomposition fractions `c C⁻¹` of a composition `c` into the phases whose compositions
are the rows of `C`; the domain is invertible `C`. -/
def fractions (C : Matrix n n ℝ) (c : n → ℝ) : n → ℝ := c ᵥ* C⁻¹
```

Let \(E_i\) be the energies of the facet phases. A phase with composition \(c\) and energy \(e\), both for the same amount of material, differs from its decomposition by \(e-\sum_i f_iE_i\). Some \(f_i\) may be negative. The comparison is then with the facet plane extended beyond the facet. Even when all \(f_i\) are nonnegative, the number need not be an energy above the hull, because a proposed facet need not belong to the hull.

```lean
/-- Signed energy of a phase `(c, e)` relative to its decomposition into the facet phases;
the domain is invertible `C`. -/
def energyAbove (C : Matrix n n ℝ) (E c : n → ℝ) (e : ℝ) : ℝ := e - fractions C c ⬝ᵥ E
```

The determinant to be studied belongs to the matrix
\[ B=\begin{pmatrix} C & E\\ c & e\end{pmatrix}, \]
whose extra row and column are indexed by `Unit`.

```lean
/-- The composition matrix bordered by the energy column `E`, the row `c` and the corner `e`. -/
def bordered (C : Matrix n n ℝ) (E c : n → ℝ) (e : ℝ) : Matrix (n ⊕ Unit) (n ⊕ Unit) ℝ :=
  Matrix.fromBlocks C (Matrix.of fun i _ => E i) (Matrix.of fun _ j => c j)
    (Matrix.of fun _ _ => e)
```

The full list has compositions \(X_{kj}\) and energies \(\varepsilon_k\). A facet is a selection \(s\) from it, with \(C_{ij}=X_{s(i)j}\) and \(E_i=\varepsilon_{s(i)}\), which Lean writes as `ε ∘ s`.

```lean
/-- Composition matrix of the facet formed by the phases `s i` from the list `X`. -/
def facet (X : Matrix κ n ℝ) (s : n → κ) : Matrix n n ℝ := Matrix.of fun i j => X (s i) j
```

A mixture is a set of amounts \(w_k\ge 0\) with \(\sum_k w_kX_{kj}=c_j\), and its energy is \(\sum_k w_k\varepsilon_k\). This is a model of coexisting phases without interfacial energy.

```lean
/-- Energies of all mixtures, with nonnegative amounts `w`, of the listed phases that have
overall composition `c`. -/
def mixtureEnergies (X : Matrix κ n ℝ) (ε : κ → ℝ) (c : n → ℝ) : Set ℝ :=
  {U | ∃ w : κ → ℝ, (∀ k, 0 ≤ w k) ∧ w ᵥ* X = c ∧ w ⬝ᵥ ε = U}
```

Facet amounts become amounts in the full list through \(w_k=\sum_{i:\,s(i)=k}f_i\), which is zero for phases not on the facet.

```lean
/-- Amounts of the facet phases, read as amounts in the full list of phases. -/
def spread (s : n → κ) (f : n → ℝ) : κ → ℝ := fun k => ∑ i, if s i = k then f i else 0
```

## Mass balance fixes the fractions

If \(gC=c\), multiplying on the right by \(C^{-1}\) gives \(g=cC^{-1}\), and multiplying back by \(C\) gives the converse. The hypothesis \(\det C\neq0\) says that the compositions of the facet phases are linearly independent.

```lean
/-- The decomposition fractions are the one and only solution of the mass balance. -/
theorem mass_balance_iff {C : Matrix n n ℝ} (hC : C.det ≠ 0) (c g : n → ℝ) :
    g ᵥ* C = c ↔ g = fractions C c := by
  have u : IsUnit C.det := isUnit_iff_ne_zero.mpr hC
  unfold fractions
  constructor
  · intro h
    rw [← h, Matrix.vecMul_vecMul, Matrix.mul_nonsing_inv _ u, Matrix.vecMul_one]
  · intro h
    rw [h, Matrix.vecMul_vecMul, Matrix.nonsing_inv_mul _ u, Matrix.vecMul_one]
```

When every row of \(C\) and the composition \(c\) sum to one, as for atomic fractions,
\[ \sum_i f_i=\sum_i f_i\sum_j C_{ij}=\sum_j c_j=1. \]
The later results do not need this normalisation.

```lean
/-- If all compositions are normalised to one, the decomposition fractions sum to one. -/
theorem sum_fractions {C : Matrix n n ℝ} (hC : C.det ≠ 0) {c : n → ℝ}
    (hrow : ∀ i, ∑ j, C i j = 1) (hc : ∑ j, c j = 1) : ∑ i, fractions C c i = 1 := by
  have hb : ∀ j, ∑ i, fractions C c i * C i j = c j := fun j =>
    congrFun ((mass_balance_iff hC c (fractions C c)).2 rfl) j
  calc ∑ i, fractions C c i = ∑ i, ∑ j, fractions C c i * C i j := by
        simp only [← Finset.mul_sum, hrow, mul_one]
    _ = ∑ j, c j := by rw [Finset.sum_comm]; simp only [hb]
    _ = 1 := hc
```

## The determinant measures the distance in energy

Subtract \(f_i\) times row \(i\) of \(B\) from its last row, for every \(i\). The determinant is unchanged, and the last row becomes
\[ \bigl(c-fC,\; e-\textstyle\sum_i f_iE_i\bigr)=\bigl(0,\; e-\textstyle\sum_i f_iE_i\bigr). \]
The matrix is now block triangular, so
\[ \det B=\det C\,\Bigl(e-\sum_i f_iE_i\Bigr). \]
Lean does this elimination in one step with the Schur complement formula `Matrix.det_fromBlocks₁₁`. What remains is the determinant of a \(1\times1\) matrix, which is its entry.

```lean
/-- The bordered determinant is `det C` times the energy of the phase relative to its
decomposition into the facet phases. -/
theorem det_bordered {C : Matrix n n ℝ} (hC : C.det ≠ 0) (E c : n → ℝ) (e : ℝ) :
    (bordered C E c e).det = C.det * (e - ∑ i, fractions C c i * E i) := by
  let := C.invertibleOfIsUnitDet (isUnit_iff_ne_zero.mpr hC)
  -- the Schur complement of `C` is a single number
  rw [bordered, Matrix.det_fromBlocks₁₁, Matrix.invOf_eq_nonsing_inv]
  congr 1
  exact (Matrix.det_unique _).trans rfl
```

With two or more facet phases, the sign of \(\det C\) depends on the order in which they are numbered. Multiplying by \(\det C\) removes this dependence:
\[ \det C\,\det B=(\det C)^2\Bigl(e-\sum_i f_iE_i\Bigr). \]
Since \((\det C)^2>0\), the product is nonnegative exactly when the phase lies on or above the plane.

```lean
/-- A phase lies on or above the facet plane exactly when its bordered determinant does not
have the sign opposite to `det C`. -/
theorem sign_test {C : Matrix n n ℝ} (hC : C.det ≠ 0) (E c : n → ℝ) (e : ℝ) :
    0 ≤ C.det * (bordered C E c e).det ↔ 0 ≤ energyAbove C E c e := by
  rw [det_bordered hC, ← mul_assoc]
  exact mul_nonneg_iff_of_pos_left (mul_self_pos.mpr hC)
```

## Passing the test bounds every mixture

For any phase property \(h_k\), exchanging the two sums gives
\[ \sum_k\Bigl(\sum_{i:\,s(i)=k}f_i\Bigr)h_k=\sum_i f_i\,h_{s(i)}. \]
With \(h_k=\varepsilon_k\) this is the energy, and with \(h_k=X_{kj}\) it is the amount of element \(j\).

```lean
omit [DecidableEq n] in
/-- The total of a phase property `h` over the full list, weighted by the amounts `spread s f`,
equals its total over the facet, weighted by the amounts `f`. -/
theorem sum_spread (s : n → κ) (f : n → ℝ) (h : κ → ℝ) :
    ∑ k, spread s f k * h k = ∑ i, f i * h (s i) := by
  simp only [spread, Finset.sum_mul, ite_mul, zero_mul]
  rw [Finset.sum_comm]
  simp
```

Write \(f(v)=vC^{-1}\) for the fractions of a composition \(v\), and let \(\mu=C^{-1}E\) be the chemical potentials set by the facet. Then \(f(v)\cdot E=v\cdot\mu\) is linear in \(v\). Let \(X_k\) denote row \(k\) of \(X\). If every listed phase passes the test, \(f(X_k)\cdot E\le\varepsilon_k\), and for any mixture \(w\) of composition \(c\)
\[ f(c)\cdot E=\sum_k w_k\,f(X_k)\cdot E\le\sum_k w_k\varepsilon_k. \]
In the proof, `h` is the linearity and `key` is the equality; the inequality is then taken term by term.

```lean
omit [DecidableEq κ] in
/-- If every listed phase passes the sign test, no mixture has less energy than the
decomposition into facet phases at the same composition. -/
theorem facet_le_mixture {C : Matrix n n ℝ} (hC : C.det ≠ 0) (E : n → ℝ)
    (X : Matrix κ n ℝ) (ε : κ → ℝ)
    (hX : ∀ k, 0 ≤ C.det * (bordered C E (X k) (ε k)).det)
    {c : n → ℝ} {w : κ → ℝ} (hw : ∀ k, 0 ≤ w k) (hc : w ᵥ* X = c) :
    fractions C c ⬝ᵥ E ≤ w ⬝ᵥ ε := by
  -- the facet energy is linear in composition, with chemical potentials `C⁻¹ E`
  have h : ∀ v : n → ℝ, fractions C v ⬝ᵥ E = v ⬝ᵥ (C⁻¹ *ᵥ E) := fun v =>
    (Matrix.dotProduct_mulVec _ _ _).symm
  have key : fractions C c ⬝ᵥ E = ∑ k, w k * (fractions C (X k) ⬝ᵥ E) := by
    rw [h, ← hc, ← Matrix.dotProduct_mulVec]
    simp only [h]
    rfl
  rw [key]
  change _ ≤ ∑ k, w k * ε k
  refine Finset.sum_le_sum fun k _ => mul_le_mul_of_nonneg_left ?_ (hw k)
  exact sub_nonneg.mp ((sign_test hC E (X k) (ε k)).1 (hX k))
```

## Exchanging a little of the facet for another phase

Let \(f\) now be the facet decomposition of \(c\), and \(g\) that of phase \(k\). Remove \(t\,g_i\) of each facet phase and add an amount \(t\ge0\) of phase \(k\). The composition becomes \(c-tX_k+tX_k=c\), and the energy becomes
\[ f\cdot E-t\,g\cdot E+t\,\varepsilon_k. \]
All amounts stay nonnegative if \(t\,g_i\le f_i\) for every \(i\). The auxiliary statement `hs` computes the total of any phase property in the new mixture, and serves for both the energy and the composition.

```lean
/-- If `t ≥ 0` and `t * g i ≤ f i` for every `i`, replacing an amount `t` of the facet decomposition
`g` of phase `k` by the phase itself gives a mixture of the same composition, with the energy shown.
-/
theorem exchange_mem (X : Matrix κ n ℝ) (ε : κ → ℝ) (s : n → κ) {c f g : n → ℝ} {k : κ}
    (hf : f ᵥ* facet X s = c) (hg : g ᵥ* facet X s = X k) {t : ℝ} (ht : 0 ≤ t)
    (hfg : ∀ i, t * g i ≤ f i) :
    f ⬝ᵥ (ε ∘ s) - t * (g ⬝ᵥ (ε ∘ s)) + t * ε k ∈ mixtureEnergies X ε c := by
  have hs : ∀ h : κ → ℝ,
      ∑ l, (spread s (fun i => f i - t * g i) l + if l = k then t else 0) * h l
        = ∑ i, f i * h (s i) - t * ∑ i, g i * h (s i) + t * h k := by
    intro h
    simp only [add_mul, Finset.sum_add_distrib, sum_spread, sub_mul, Finset.sum_sub_distrib,
      mul_assoc, ← Finset.mul_sum, ite_mul, zero_mul, Finset.sum_ite_eq', Finset.mem_univ,
      if_true]
  refine ⟨fun l => spread s (fun i => f i - t * g i) l + if l = k then t else 0, ?_, ?_, hs ε⟩
  · intro l
    refine add_nonneg (Finset.sum_nonneg fun i _ => ?_) ?_
    · split_ifs
      exacts [sub_nonneg.mpr (hfg i), le_rfl]
    · split_ifs
      exacts [ht, le_rfl]
  · funext j
    have a : ∑ i, f i * X (s i) j = c j := congrFun hf j
    have b : ∑ i, g i * X (s i) j = X k j := congrFun hg j
    refine (hs fun l => X l j).trans ?_
    linear_combination a - t * b
```

## When the facet decomposition is least in energy

Assume that all \(f_i>0\), so that \(c\) lies inside the facet. Suppose first that the facet decomposition has the least energy. For a listed phase \(k\), choose
\[ t=\Bigl(1+\sum_j\frac{|g_j|}{f_j}\Bigr)^{-1}>0. \]
Since \(|g_i|/f_i\le\sum_j|g_j|/f_j\), we have \(t\,g_i\le f_i\), and the exchange is allowed. Minimality gives
\[ f\cdot E\le f\cdot E-t\,g\cdot E+t\,\varepsilon_k, \]
hence \(0\le t(\varepsilon_k-g\cdot E)\). Dividing by \(t\) shows that phase \(k\) passes the test.

Conversely, suppose that every phase passes. The facet decomposition is itself a mixture because its amounts are nonnegative, and the bound above shows that no mixture has less energy.

In the theorem, `IsLeast` states both that the facet energy is attained by a mixture and that it is a lower bound. Another mixture may have the same energy, since a phase on the plane also passes. Positivity matters for the first direction: at the composition of a pure element, a phase containing other elements cannot enter any mixture, however low its energy.

For phase stability from computed energies, the equivalence certifies a proposed facet only against the phases in the finite list; it neither finds the facet nor accounts for a missing phase or a composition-dependent solution energy.

```lean
/-- At a composition with positive fractions of all facet phases, the facet decomposition has
the least energy of all mixtures exactly when every listed phase passes the sign test. -/
theorem facet_isLeast_iff (X : Matrix κ n ℝ) (ε : κ → ℝ) (s : n → κ)
    (hC : (facet X s).det ≠ 0) {c : n → ℝ} (hf : ∀ i, 0 < fractions (facet X s) c i) :
    IsLeast (mixtureEnergies X ε c) (fractions (facet X s) c ⬝ᵥ (ε ∘ s)) ↔
      ∀ k, 0 ≤ (facet X s).det * (bordered (facet X s) (ε ∘ s) (X k) (ε k)).det := by
  have bal : ∀ v : n → ℝ, fractions (facet X s) v ᵥ* facet X s = v := fun v =>
    (mass_balance_iff hC v _).2 rfl
  constructor
  · rintro ⟨-, hmin⟩ k
    rw [sign_test hC]
    generalize hF : fractions (facet X s) c = f at hf hmin
    have hfc : f ᵥ* facet X s = c := hF ▸ bal c
    let g := fractions (facet X s) (X k)
    -- an exchange small enough to keep all amounts nonnegative
    have hq : ∀ j, 0 ≤ |g j| / f j := fun j => div_nonneg (abs_nonneg _) (hf j).le
    have hS : 0 ≤ ∑ j, |g j| / f j := Finset.sum_nonneg fun j _ => hq j
    have ht : 0 < (1 + ∑ j, |g j| / f j)⁻¹ := inv_pos.mpr (by linarith)
    have hfg : ∀ i, (1 + ∑ j, |g j| / f j)⁻¹ * g i ≤ f i := by
      intro i
      have h1 : |g i| / f i ≤ ∑ j, |g j| / f j :=
        Finset.single_le_sum (f := fun j => |g j| / f j) (fun j _ => hq j) (Finset.mem_univ i)
      rw [div_le_iff₀ (hf i)] at h1
      rw [inv_mul_le_iff₀ (by linarith)]
      nlinarith [le_abs_self (g i), hf i]
    have h2 := hmin (exchange_mem X ε s hfc (bal (X k)) ht.le hfg)
    change 0 ≤ ε k - g ⬝ᵥ (ε ∘ s)
    refine (mul_nonneg_iff_of_pos_left ht).1 ?_
    rw [mul_sub]
    linarith
  · intro hX
    refine ⟨⟨spread s (fractions (facet X s) c), ?_, ?_, sum_spread s _ ε⟩, ?_⟩
    · intro k
      refine Finset.sum_nonneg fun i _ => ?_
      split_ifs
      exacts [(hf i).le, le_rfl]
    · funext j
      exact (sum_spread s _ fun k => X k j).trans (congrFun (bal c) j)
    · rintro U ⟨w, hw, hc, rfl⟩
      exact facet_le_mixture hC (ε ∘ s) X ε hX hw hc

end

end ConvexHullDeterminant
```

```lean
#print axioms ConvexHullDeterminant.sum_fractions
#print axioms ConvexHullDeterminant.det_bordered
#print axioms ConvexHullDeterminant.facet_isLeast_iff
```

```
'ConvexHullDeterminant.sum_fractions' depends on axioms: [propext, Classical.choice, Quot.sound]
'ConvexHullDeterminant.det_bordered' depends on axioms: [propext, Classical.choice, Quot.sound]
'ConvexHullDeterminant.facet_isLeast_iff' depends on axioms: [propext, Classical.choice, Quot.sound]
```
